# Fourier interpolation never overestimates the sound velocity of a monatomic chain with non-negative springs

An interpolated phonon branch can pass through every computed frequency and still leave $q=0$ with the wrong slope. Take a chain with springs $k_1=1$ to the first and $k_3=0.1$ to the third neighbours, sampled at four equally spaced wavevectors that include $q=0$. The interpolated dynamical matrix is exact at all four, yet the sound velocity read from it is 24% too low. Agreement on the grid gives no warning.

## The bound on the curvature at $q=0$

Let a chain of unit masses with unit lattice constant have springs $k_m\ge 0$ to the $m$-th neighbours, $m=1,\dots,M$. Its squared frequency is

$$\omega^2=D(q)=\sum_{m=1}^{M}2k_m(1-\cos mq).$$

For a grid of $N\ge1$ wavevectors, let $f_m$ be the distance from $m$ to the nearest multiple of $N$. Fourier interpolation that assigns each force constant to its shortest periodic images gives the interpolant

$$\tilde D(q)=\sum_{m=1}^{M}2k_m(1-\cos f_mq).$$

Then $\tilde D=D$ at every $q=2\pi j/N$ with integer $j$, and $\tilde D''(0)\le D''(0)$. Equality holds exactly when $k_m=0$ for all $m>N/2$. Otherwise the interpolated sound velocity is too small.

The condition $k_m\ge0$ says that every spring present resists a change of length; $k_m=0$ means that there is none. With unrestricted signs the bound can fail: for $N=4$, $k_1=1$ and $k_3=-0.05$, interpolation raises $D''(0)$ from $1.1$ to $1.9$.

## Where phonon codes fold the force constants

A common workflow in density functional perturbation theory computes dynamical matrices on a coarse grid, transforms them to real-space force constants, assigns these to the shortest periodic images, and transforms back at arbitrary $q$. The bound describes the effect of that assignment on the acoustic slope in a one-dimensional chain with finite-range, non-negative springs.

In the opening example the grid values at $q=0,\pi/2,\pi,3\pi/2$ are $0,\,2.2,\,4.4,\,2.2$. The coefficients $\frac14\sum_j D(q_j)e^{-iq_jR}$ are $2.2$ at $R=0$, $-1.1$ at $R=\pm1$ and $0$ at $R=2$. Transforming back gives $\tilde D(q)=2.2(1-\cos q)$: the third-neighbour spring now acts between first neighbours. The velocity falls from $\sqrt{1.9}\approx1.38$ to $\sqrt{1.1}\approx1.05$.

## From folded ranges to the sound velocity

**Folded range.** Write $m=aN+s$ with $0\le s<N$. Multiples $zN$ with $z\le a$ lie at least $s$ away from $m$, those with $z\ge a+1$ at least $N-s$ away, and both values are attained. Hence $f_m=\min(s,N-s)\le s\le m$. If $f_m=m$, then $s=m$ and $m\le N-m$, so $2m\le N$. Conversely, $2m\le N$ gives $m<N$, hence $s=m\le N-m$ and $f_m=m$.

**Grid values.** For some integer $z$, $f_m=\pm(m-zN)$. At $q=2\pi j/N$,

$$(m-zN)q=mq-2\pi zj,$$

so $\cos f_mq=\cos mq$, because the cosine is even and $2\pi$-periodic.

**Curvature.** For any assigned ranges $r_m$, the sum $S(q)=\sum_m2k_m(1-\cos r_mq)$ has

$$S'(q)=\sum_m2k_mr_m\sin r_mq,\qquad S''(0)=\sum_m2k_mr_m^2.$$

Therefore

$$D''(0)-\tilde D''(0)=\sum_{m=1}^{M}2k_m(m^2-f_m^2)\ge0.$$

Every term is non-negative, so the sum vanishes only if each term does. This requires $k_m=0$ or $f_m=m$, and the latter means $2m\le N$.

**Sound velocity.** Since $1-\cos x=2\sin^2(x/2)$,

$$\frac{S(q)}{q^2}=\sum_m k_mr_m^2\left(\frac{\sin(r_mq/2)}{r_mq/2}\right)^2\longrightarrow\sum_m k_mr_m^2=\frac{S''(0)}2$$

as $q\to0$, where terms with $r_m=0$ are zero. The velocity is $c=\sqrt{S''(0)/2}$, so a strictly smaller curvature means a strictly smaller velocity.

## The Lean file

```lean
import Mathlib

open Finset Filter Topology

namespace FourierInterpolationSound

noncomputable section

/-- The distance from `m` to the nearest multiple of `N`, for `N ≥ 1`: the range of a spring
after folding into a periodic supercell of `N` cells. -/
def fold (N m : ℕ) : ℕ := min (m % N) (N - m % N)

/-- The lattice sum `∑ 2 k_m (1 - cos (r_m q))` over `m = 1..M`, in which the spring `k_m` is
assigned the range `r_m`. -/
def springSum (M : ℕ) (k : ℕ → ℝ) (r : ℕ → ℕ) (q : ℝ) : ℝ :=
  ∑ m ∈ Icc 1 M, 2 * k m * (1 - Real.cos ((r m : ℝ) * q))

/-- The dynamical matrix `D(q)` of a chain of unit masses with unit lattice constant and
springs `k_m` to the `m`-th neighbours, `m = 1..M`. -/
def dynMat (M : ℕ) (k : ℕ → ℝ) : ℝ → ℝ := springSum M k (fun m => m)

/-- The Fourier interpolant of the dynamical matrix from `N ≥ 1` wavevectors: every spring
acts at its folded range. -/
def interpolant (N M : ℕ) (k : ℕ → ℝ) : ℝ → ℝ := springSum M k (fold N)

/-- `c ≥ 0` is the sound velocity of the branch `ω² = D(q)` if `D(q) / q²` tends to `c²` as
`q` tends to zero. -/
def IsSoundVelocity (D : ℝ → ℝ) (c : ℝ) : Prop :=
  0 ≤ c ∧ Tendsto (fun q => D q / q ^ 2) (𝓝[≠] 0) (𝓝 (c ^ 2))

/-- For `N ≥ 1` the folded range is the least of the distances from `m` to the integer
multiples of `N`. -/
theorem fold_isLeast {N : ℕ} (hN : 0 < N) (m : ℕ) :
    IsLeast (Set.range fun z : ℤ => |(m : ℤ) - z * N|) (fold N m : ℤ) := by
  have hr : m % N < N := Nat.mod_lt m hN
  have hm : (m : ℤ) = (N : ℤ) * ((m / N : ℕ) : ℤ) + ((m % N : ℕ) : ℤ) := by
    exact_mod_cast (Nat.div_add_mod m N).symm
  unfold fold
  generalize m % N = r at hr hm ⊢
  generalize m / N = a at hm
  constructor
  · -- a nearest multiple is the last one up to `m` or the first one beyond `m`
    rcases le_total r (N - r) with h | h
    · refine ⟨(a : ℤ), ?_⟩
      rw [min_eq_left h]
      show |(m : ℤ) - (a : ℤ) * N| = r
      rw [hm, show (N : ℤ) * a + r - a * N = r by ring]
      exact abs_of_nonneg (by positivity)
    · refine ⟨(a : ℤ) + 1, ?_⟩
      rw [min_eq_right h, Nat.cast_sub hr.le]
      show |(m : ℤ) - ((a : ℤ) + 1) * N| = (N : ℤ) - r
      rw [hm, show (N : ℤ) * a + r - ((a : ℤ) + 1) * N = -((N : ℤ) - r) by ring, abs_neg]
      exact abs_of_nonneg (by omega)
  · rintro _ ⟨z, rfl⟩
    show ((min r (N - r) : ℕ) : ℤ) ≤ |(m : ℤ) - z * N|
    have hNn : (0 : ℤ) ≤ N := by positivity
    rcases le_or_gt z (a : ℤ) with h | h
    · have h1 : (r : ℤ) ≤ (m : ℤ) - z * N := by
        rw [hm]
        nlinarith [mul_nonneg (sub_nonneg.2 h) hNn]
      have h2 : ((min r (N - r) : ℕ) : ℤ) ≤ r := by omega
      exact h2.trans (h1.trans (le_abs_self _))
    · have h' : (a : ℤ) + 1 ≤ z := h
      have h1 : (N : ℤ) - r ≤ -((m : ℤ) - z * N) := by
        rw [hm]
        nlinarith [mul_nonneg (sub_nonneg.2 h') hNn]
      have h2 : ((min r (N - r) : ℕ) : ℤ) ≤ (N : ℤ) - r := by omega
      exact h2.trans (h1.trans (neg_le_abs _))

/-- For `N ≥ 1`, folding leaves the range `m` unchanged exactly when `m ≤ N/2`. -/
theorem fold_eq_self_iff {N : ℕ} (hN : 0 < N) (m : ℕ) : fold N m = m ↔ 2 * m ≤ N := by
  have hr : m % N < N := Nat.mod_lt m hN
  unfold fold
  constructor
  · intro h
    generalize m % N = r at hr h
    omega
  · intro h
    rw [Nat.mod_eq_of_lt (show m < N by omega)]
    omega

/-- For `N ≥ 1`, a spring and its folded image have the same cosine at every grid wavevector
`2πj/N`. -/
theorem cos_fold {N : ℕ} (hN : 0 < N) (m : ℕ) (j : ℤ) :
    Real.cos ((fold N m : ℝ) * (2 * Real.pi * j / N)) =
      Real.cos ((m : ℝ) * (2 * Real.pi * j / N)) := by
  obtain ⟨z, hz⟩ := (fold_isLeast hN m).1
  have hz' : |(m : ℤ) - z * N| = (fold N m : ℤ) := hz
  have hR : |(m : ℝ) - z * N| = (fold N m : ℝ) := by exact_mod_cast hz'
  have hN' : (N : ℝ) ≠ 0 := by exact_mod_cast hN.ne'
  have e : (N : ℝ) * (2 * Real.pi * j / N) = 2 * Real.pi * j := by field_simp
  -- shifting the range by `z N` shifts the phase by `2π z j`
  have key : Real.cos (((m : ℝ) - z * N) * (2 * Real.pi * j / N)) =
      Real.cos ((m : ℝ) * (2 * Real.pi * j / N)) := by
    rw [show ((m : ℝ) - z * N) * (2 * Real.pi * j / N) =
        (m : ℝ) * (2 * Real.pi * j / N) - ((z * j : ℤ) : ℝ) * (2 * Real.pi) by
      push_cast
      linear_combination (-(z : ℝ)) * e]
    exact Real.cos_sub_int_mul_two_pi _ _
  rw [← hR]
  rcases abs_choice ((m : ℝ) - z * N) with h | h
  · rw [h, key]
  · rw [h, neg_mul, Real.cos_neg, key]

/-- The second derivative of the lattice sum at `q = 0` is `∑ 2 k_m r_m²`. -/
theorem curvature (M : ℕ) (k : ℕ → ℝ) (r : ℕ → ℕ) :
    deriv (deriv (springSum M k r)) 0 = ∑ m ∈ Icc 1 M, 2 * k m * (r m : ℝ) ^ 2 := by
  have hl : ∀ a q : ℝ, HasDerivAt (fun x : ℝ => a * x) a q := fun a q => by
    simpa using (hasDerivAt_id' q).const_mul a
  have h1 : deriv (springSum M k r) =
      fun q => ∑ m ∈ Icc 1 M, 2 * k m * ((r m : ℝ) * Real.sin ((r m : ℝ) * q)) := by
    funext q
    refine HasDerivAt.deriv ?_
    show HasDerivAt (fun q => ∑ m ∈ Icc 1 M, 2 * k m * (1 - Real.cos ((r m : ℝ) * q))) _ q
    refine HasDerivAt.fun_sum fun m _ => ?_
    exact (((hl (r m) q).cos.const_sub 1).const_mul (2 * k m)).congr_deriv (by ring)
  rw [h1]
  refine HasDerivAt.deriv (HasDerivAt.fun_sum fun m _ => ?_)
  exact (((hl (r m) 0).sin.const_mul (r m : ℝ)).const_mul (2 * k m)).congr_deriv (by
    rw [mul_zero, Real.cos_zero]
    ring)

/-- For springs `k_m ≥ 0` and `N ≥ 1`, the Fourier interpolant reproduces `D` at every `2πj/N`,
and its curvature at `q = 0` is at most `D''(0)`, with equality if and only if every spring
with `m > N/2` vanishes. -/
theorem interpolant_curvature {N M : ℕ} (hN : 0 < N) {k : ℕ → ℝ}
    (hk : ∀ m ∈ Icc 1 M, 0 ≤ k m) :
    (∀ j : ℤ, interpolant N M k (2 * Real.pi * j / N) = dynMat M k (2 * Real.pi * j / N)) ∧
    deriv (deriv (interpolant N M k)) 0 ≤ deriv (deriv (dynMat M k)) 0 ∧
    (deriv (deriv (interpolant N M k)) 0 = deriv (deriv (dynMat M k)) 0 ↔
      ∀ m ∈ Icc 1 M, N < 2 * m → k m = 0) := by
  have hI : deriv (deriv (interpolant N M k)) 0 =
      ∑ m ∈ Icc 1 M, 2 * k m * (fold N m : ℝ) ^ 2 := curvature M k (fold N)
  have hD : deriv (deriv (dynMat M k)) 0 =
      ∑ m ∈ Icc 1 M, 2 * k m * (m : ℝ) ^ 2 := curvature M k (fun m => m)
  -- folding lengthens no spring
  have hle : ∀ m ∈ Icc 1 M, 2 * k m * (fold N m : ℝ) ^ 2 ≤ 2 * k m * (m : ℝ) ^ 2 := by
    intro m hm
    have h1 : (fold N m : ℝ) ≤ m := by
      exact_mod_cast (min_le_left _ _).trans (Nat.mod_le m N)
    have h2 : (fold N m : ℝ) ^ 2 ≤ (m : ℝ) ^ 2 := pow_le_pow_left₀ (by positivity) h1 2
    exact mul_le_mul_of_nonneg_left h2 (by linarith [hk m hm])
  refine ⟨fun j => ?_, ?_, ?_⟩
  · unfold interpolant dynMat springSum
    exact sum_congr rfl fun m _ => by rw [cos_fold hN m j]
  · rw [hI, hD]
    exact sum_le_sum hle
  · rw [hI, hD, sum_eq_sum_iff_of_le hle]
    refine forall₂_congr fun m _ => ⟨fun h hm => ?_, fun h => ?_⟩
    · by_contra hne
      have h2 : (fold N m : ℝ) ^ 2 = (m : ℝ) ^ 2 :=
        mul_left_cancel₀ (mul_ne_zero two_ne_zero hne) h
      have h3 : (fold N m : ℝ) = m :=
        (sq_eq_sq₀ (by positivity) (by positivity)).1 h2
      have h4 := (fold_eq_self_iff hN m).1 (by exact_mod_cast h3)
      omega
    · rcases le_or_gt (2 * m) N with hm | hm
      · rw [(fold_eq_self_iff hN m).2 hm]
      · rw [h hm]
        ring

/-- In the long-wave limit the lattice sum divided by `q²` tends to half its curvature at
`q = 0`. -/
theorem tendsto_div_sq (M : ℕ) (k : ℕ → ℝ) (r : ℕ → ℕ) :
    Tendsto (fun q => springSum M k r q / q ^ 2) (𝓝[≠] 0)
      (𝓝 (deriv (deriv (springSum M k r)) 0 / 2)) := by
  have hc : ∀ a : ℝ, Continuous fun q : ℝ => Real.sinc (a * q / 2) := fun a =>
    Real.continuous_sinc.comp (by fun_prop : Continuous fun q : ℝ => a * q / 2)
  have hG : Continuous fun q : ℝ =>
      ∑ m ∈ Icc 1 M, k m * (r m : ℝ) ^ 2 * Real.sinc ((r m : ℝ) * q / 2) ^ 2 :=
    continuous_finsetSum _ fun m _ => continuous_const.mul ((hc (r m)).pow 2)
  have h0 : ∑ m ∈ Icc 1 M, k m * (r m : ℝ) ^ 2 * Real.sinc ((r m : ℝ) * 0 / 2) ^ 2 =
      deriv (deriv (springSum M k r)) 0 / 2 := by
    rw [curvature, sum_div]
    refine sum_congr rfl fun m _ => ?_
    rw [mul_zero, zero_div, Real.sinc_zero]
    ring
  rw [← h0]
  refine ((hG.tendsto 0).mono_left nhdsWithin_le_nhds).congr' ?_
  filter_upwards [self_mem_nhdsWithin] with q hq
  have hq' : q ≠ 0 := hq
  rw [eq_div_iff (pow_ne_zero 2 hq')]
  unfold springSum
  rw [sum_mul]
  refine sum_congr rfl fun m _ => ?_
  -- half-angle formula, with the sine written through `sinc`
  have hs : ∀ x : ℝ, Real.sin x = x * Real.sinc x := fun x => by
    by_cases hx : x = 0
    · simp [hx]
    · rw [Real.sinc_of_ne_zero hx]
      field_simp
  have hcos : Real.cos ((r m : ℝ) * q) = 2 * Real.cos ((r m : ℝ) * q / 2) ^ 2 - 1 := by
    rw [← Real.cos_two_mul]
    congr 1
    ring
  rw [hcos]
  linear_combination 4 * k m * Real.sin_sq_add_cos_sq ((r m : ℝ) * q / 2) -
    4 * k m * (Real.sin ((r m : ℝ) * q / 2) +
      (r m : ℝ) * q / 2 * Real.sinc ((r m : ℝ) * q / 2)) * hs ((r m : ℝ) * q / 2)

/-- For springs `k_m ≥ 0` and any assigned ranges `r_m`, the lattice sum `S` with these ranges has
the sound velocity `√(S''(0)/2)`. -/
theorem isSoundVelocity_sqrt {M : ℕ} {k : ℕ → ℝ} (hk : ∀ m ∈ Icc 1 M, 0 ≤ k m)
    (r : ℕ → ℕ) :
    IsSoundVelocity (springSum M k r) (√(deriv (deriv (springSum M k r)) 0 / 2)) := by
  have h : 0 ≤ deriv (deriv (springSum M k r)) 0 / 2 := by
    rw [curvature]
    refine div_nonneg (sum_nonneg fun m hm => ?_) (by norm_num)
    exact mul_nonneg (by linarith [hk m hm]) (sq_nonneg _)
  refine ⟨Real.sqrt_nonneg _, ?_⟩
  rw [Real.sq_sqrt h]
  exact tendsto_div_sq M k r

/-- For springs `k_m ≥ 0` and `N ≥ 1`, the sound velocity `c'` of the Fourier interpolant is
smaller than the true one `c` if and only if some spring with `m > N/2` is positive. -/
theorem soundVelocity_lt_iff {N M : ℕ} (hN : 0 < N) {k : ℕ → ℝ}
    (hk : ∀ m ∈ Icc 1 M, 0 ≤ k m) {c c' : ℝ} (hc : IsSoundVelocity (dynMat M k) c)
    (hc' : IsSoundVelocity (interpolant N M k) c') :
    c' < c ↔ ∃ m ∈ Icc 1 M, N < 2 * m ∧ 0 < k m := by
  obtain ⟨-, hle, heq⟩ := interpolant_curvature hN hk
  have e : c ^ 2 = deriv (deriv (dynMat M k)) 0 / 2 :=
    tendsto_nhds_unique hc.2 (tendsto_div_sq M k (fun m => m))
  have e' : c' ^ 2 = deriv (deriv (interpolant N M k)) 0 / 2 :=
    tendsto_nhds_unique hc'.2 (tendsto_div_sq M k (fold N))
  constructor
  · intro h
    by_contra hne
    have hz := heq.2 fun m hm hmN =>
      le_antisymm (not_lt.1 fun hp => hne ⟨m, hm, hmN, hp⟩) (hk m hm)
    nlinarith [hc'.1]
  · rintro ⟨m, hm, hmN, hp⟩
    by_contra h
    have h2 : c ^ 2 ≤ c' ^ 2 := pow_le_pow_left₀ hc.1 (not_lt.1 h) 2
    exact hp.ne' (heq.1 (by linarith) m hm hmN)

end

end FourierInterpolationSound
```

```lean
#print axioms FourierInterpolationSound.isSoundVelocity_sqrt
#print axioms FourierInterpolationSound.soundVelocity_lt_iff
```

```
'FourierInterpolationSound.isSoundVelocity_sqrt' depends on axioms: [propext, Classical.choice, Quot.sound]
'FourierInterpolationSound.soundVelocity_lt_iff' depends on axioms: [propext, Classical.choice, Quot.sound]
```

## What the theorems say about a chain, and where they stop

`springSum M k r` is $S(q)$. `dynMat` inserts the true ranges and `interpolant` the ranges `fold N m`, which are the $f_m$ above. Only the values of `k` on `Icc 1 M` enter, and `hk` makes them non-negative. `IsSoundVelocity D c` means $c\ge0$ and $D(q)/q^2\to c^2$ as $q\to0$ through non-zero values.

`interpolant_curvature` states the grid identity, the inequality and its equality case, with curvature as the actual second derivative. `soundVelocity_lt_iff` says that if $c$ and $c'$ are the true and interpolated velocities, then $c'<c$ exactly when some spring with $2m>N$ is positive. `isSoundVelocity_sqrt` supplies such velocities for both sums.

The lemmas follow the derivation:

- `fold_isLeast` splits on whether $z\le a$, and `fold_eq_self_iff` leaves the integer arithmetic to `omega`.
- `cos_fold` takes $z$ from the minimal distance, removes the multiple of $2\pi$, and treats the two signs of the absolute value separately.
- `curvature` differentiates term by term, twice.
- In `interpolant_curvature`, `sum_le_sum` adds up the termwise comparison and `sum_eq_sum_iff_of_le` turns equality of the sums into equality of the terms.
- `tendsto_div_sq` writes the half-angle formula with `Real.sinc`, which is continuous with value 1 at zero, so the limit is obtained by evaluation.
- `soundVelocity_lt_iff` identifies $c^2$ and $c'^2$ with the half-curvatures by uniqueness of limits, then applies the equality case.

The file defines the interpolant by folding the springs; it does not carry out the discrete Fourier transform that a code performs. It treats one atom per cell, one dimension, finite range and error-free grid data. Three-dimensional crystals, several atoms per cell and the long-range dipole forces of polar materials would each need a separate argument.
